# The Coulomb-weighted overlap deficit of a normalised density on finitely many points tends to 4π times its variance as q → 0

## Definitions and conventions

An orbital density is represented by finitely many real positions x_j with weights p_j, where p_j ≥ 0 and ∑_j p_j = 1. One may think of |φ|² sampled on a grid. For a real wavenumber q, define

S(q) = ∑_j p_j exp(i q x_j)

m = ∑_j p_j x_j

V = ∑_j p_j (x_j − m)²

M = ∑_jk p_j p_k (x_j − x_k)⁴

Here S is the overlap of the orbital φ with exp(iqx)φ, m the mean position, V the variance and M the quartic pair moment. The quantity 1 − |S(q)|² is called the overlap deficit. The Coulomb kernel is 4π/q², in atomic units, and the weighted deficit for q ≠ 0 is

D(q) = (4π/q²)(1 − |S(q)|²).

## Where the singularity enters exchange

The exchange of an orbital with itself involves its density in Fourier space, through terms proportional to (4π/q²)|S(q)|². Since S(0) = 1, these diverge as q → 0. Writing |S|² = 1 − (1 − |S|²) separates the bare kernel 4π/q² from the remainder −D(q). For this finite, single-orbital model, the limit of the remainder as q → 0 along a given direction is fixed by the variance of the density along that direction.

## The bounds and the limits

For every real q,

q²V − (q⁴/24) M ≤ 1 − |S(q)|² ≤ q²V.

For q ≠ 0 this gives

|D(q) − 4πV| ≤ (π/6) q² M,

and hence D(q) → 4πV as q → 0. In three dimensions, let D_a be the weighted deficit for a wavevector along Cartesian axis a, and let σ² be the mean squared distance from the centre of the density. Then

(1/3) ∑_a D_a(q) → (4π/3) σ².

## Derivation

**The cosine.** The lower bound 1 − t²/2 ≤ cos t follows from 1 − cos t = 2 sin²(t/2) ≤ t²/2. For the upper bound, take y ≥ 0 and set

g(y) = sin y − y + y³/6, with g′(y) = cos y − 1 + y²/2 ≥ 0.

Since g(0) = 0, g is nonnegative. Next set

h(y) = 1 − y²/2 + y⁴/24 − cos y, with h′(y) = g(y) ≥ 0.

Since h(0) = 0, h is nonnegative too. It is even, so for all real t

t²/2 − t⁴/24 ≤ 1 − cos t ≤ t²/2.

**The deficit as a pair sum.** Squaring the real and imaginary parts of S and using the addition formula for the cosine gives

|S(q)|² = ∑_jk p_j p_k cos(q(x_j − x_k)).

Because ∑_jk p_j p_k = 1,

1 − |S(q)|² = ∑_jk p_j p_k [1 − cos(q(x_j − x_k))].

**The variance.** Put y_j = x_j − m, so that ∑_j p_j y_j = 0. Then

∑_jk p_j p_k (x_j − x_k)² = ∑_jk p_j p_k (y_j² + y_k² − 2 y_j y_k) = 2V.

**The bounds.** Insert t = q(x_j − x_k) in the cosine bounds, multiply by p_j p_k ≥ 0 and sum. The quadratic term gives q²V and the quartic term gives (q⁴/24)M.

**The limits.** Multiplying by 4π/q² gives 4πV − (π/6)q²M ≤ D(q) ≤ 4πV, and both ends tend to 4πV. Along the three axes the variances add up to σ², which gives the last limit.

## A density that is not normalised

Take a single position x = 0 with weight 1/2. Then S(q) = 1/2 and V = 0, but the deficit is 3/4, so the upper bound fails. The weighted deficit is 3π/q², which diverges: normalisation is what cancels the singularity.

## The q = 0 point in an exchange sum

Take one localised orbital in a large periodic cell, and compute its exchange with itself as a sum over a grid of wavevectors that includes q = 0. The kernel 4π/q² cannot be evaluated at that point. One treatment subtracts a function with the same singularity, integrates that function separately, and leaves on the grid a remainder that stays bounded near q = 0. If the subtracted function equals 4π/q² near q = 0, the remainder there is −D. For an anisotropic density its limit depends on the direction of approach; the average over the three axes is −(4π/3)σ², which can serve as the entry at q = 0. Setting that entry to zero instead changes the sum by (4π/3)σ² times the weight of the grid point, a change that grows with the spread of the orbital. If the subtracted function is instead 4π/q² + b near q = 0, with b a constant, the entry becomes −(4π/3)σ² − b. With several occupied orbitals, exchange between different orbitals can add its own finite contribution at q = 0, which this single-orbital entry does not contain.

## The Lean file

```lean
import Mathlib

open Filter Topology

namespace ExchangeCoulombSingularity

noncomputable section

variable {ι : Type*} [Fintype ι]

/-- The overlap `S(q) = ∑ p_j exp(i q x_j)` of a density with weights `p_j` at positions `x_j`. -/
def overlap (p x : ι → ℝ) (q : ℝ) : ℂ :=
  ∑ j, (p j : ℂ) * Complex.exp (((q * x j : ℝ) : ℂ) * Complex.I)

/-- The variance of the position about its mean. -/
def variance (p x : ι → ℝ) : ℝ :=
  ∑ j, p j * (x j - ∑ k, p k * x k) ^ 2

/-- The mean fourth power of the separation of two independently drawn positions. -/
def pairQuartic (p x : ι → ℝ) : ℝ :=
  ∑ j, ∑ k, p j * p k * (x j - x k) ^ 4

/-- The overlap deficit `1 - |S(q)|²` weighted by the Coulomb kernel `4π/q²`. -/
def coulombDeficit (p x : ι → ℝ) (q : ℝ) : ℝ :=
  4 * Real.pi / q ^ 2 * (1 - ‖overlap p x q‖ ^ 2)

/-- The total spread of a density in three dimensions: the mean squared distance from its centre. -/
def orbitalSpread (p : ι → ℝ) (r : ι → Fin 3 → ℝ) : ℝ :=
  ∑ j, p j * ∑ a, (r j a - ∑ k, p k * r k a) ^ 2

/-- A function that starts at zero and has nonnegative slope on the half-line is nonnegative
there. -/
theorem nonneg_of_slope_nonneg {f f' : ℝ → ℝ} (h0 : f 0 = 0)
    (hf : ∀ y, HasDerivAt f (f' y) y) (hpos : ∀ y, 0 ≤ y → 0 ≤ f' y)
    {t : ℝ} (ht : 0 ≤ t) : 0 ≤ f t := by
  rcases ht.eq_or_lt with h | h
  · subst h
    exact h0.ge
  · obtain ⟨c, hc, he⟩ := exists_hasDerivAt_eq_slope f f' h
      (fun y _ => (hf y).continuousAt.continuousWithinAt) (fun y _ => hf y)
    have hs := hpos c hc.1.le
    rw [he, h0, sub_zero, sub_zero] at hs
    by_contra hn
    exact absurd (div_neg_of_neg_of_pos (not_le.mp hn) h) (not_lt_of_ge hs)

/-- The cosine never exceeds its fourth-order Taylor polynomial. -/
theorem cos_le_quartic (t : ℝ) : Real.cos t ≤ 1 - t ^ 2 / 2 + t ^ 4 / 24 := by
  -- first the cubic lower bound for the sine
  have hsin : ∀ y : ℝ, 0 ≤ y → 0 ≤ Real.sin y - y + y ^ 3 / 6 := by
    intro y hy
    refine nonneg_of_slope_nonneg (f := fun y => Real.sin y - y + y ^ 3 / 6)
      (f' := fun y => Real.cos y - 1 + y ^ 2 / 2) (by simp) (fun z => ?_) (fun z _ => ?_) hy
    · exact (((Real.hasDerivAt_sin z).fun_sub (hasDerivAt_id' z)).fun_add
        ((hasDerivAt_pow 3 z).div_const 6)).congr_deriv (by ring)
    · have := Real.one_sub_sq_div_two_le_cos (x := z)
      linarith
  -- integrating once more gives the bound on the half-line
  have hcos : ∀ y : ℝ, 0 ≤ y → 0 ≤ 1 - y ^ 2 / 2 + y ^ 4 / 24 - Real.cos y := by
    intro y hy
    refine nonneg_of_slope_nonneg (f := fun y => 1 - y ^ 2 / 2 + y ^ 4 / 24 - Real.cos y)
      (f' := fun y => Real.sin y - y + y ^ 3 / 6) (by simp) (fun z => ?_) hsin hy
    exact ((((hasDerivAt_const z (1 : ℝ)).fun_sub ((hasDerivAt_pow 2 z).div_const 2)).fun_add
      ((hasDerivAt_pow 4 z).div_const 24)).fun_sub (Real.hasDerivAt_cos z)).congr_deriv
      (by ring)
  rcases le_total 0 t with h | h
  · linarith [hcos t h]
  · have h' := hcos (-t) (by linarith)
    rw [Real.cos_neg] at h'
    have e2 : (-t) ^ 2 = t ^ 2 := by ring
    have e4 : (-t) ^ 4 = t ^ 4 := by ring
    rw [e2, e4] at h'
    linarith

/-- For weights that sum to one, the overlap deficit is the sum over pairs of positions of `p_j p_k
(1 - cos(q (x_j - x_k)))`. -/
theorem deficit_eq_pair_sum (p x : ι → ℝ) (hp : ∑ j, p j = 1) (q : ℝ) :
    1 - ‖overlap p x q‖ ^ 2 =
      ∑ j, ∑ k, p j * p k * (1 - Real.cos (q * (x j - x k))) := by
  have hre : (overlap p x q).re = ∑ j, p j * Real.cos (q * x j) := by
    simp only [overlap, Complex.re_sum, Complex.re_ofReal_mul, Complex.exp_ofReal_mul_I_re]
  have him : (overlap p x q).im = ∑ j, p j * Real.sin (q * x j) := by
    simp only [overlap, Complex.im_sum, Complex.im_ofReal_mul, Complex.exp_ofReal_mul_I_im]
  have h1 : ∑ j, ∑ k, p j * p k = 1 := by
    rw [← Finset.sum_mul_sum, hp, one_mul]
  have hsplit : ∑ j, ∑ k, p j * p k * (1 - Real.cos (q * (x j - x k))) =
      ∑ j, ∑ k, p j * p k -
        (∑ j, ∑ k, p j * Real.cos (q * x j) * (p k * Real.cos (q * x k)) +
          ∑ j, ∑ k, p j * Real.sin (q * x j) * (p k * Real.sin (q * x k))) := by
    simp only [← Finset.sum_add_distrib, ← Finset.sum_sub_distrib]
    refine Finset.sum_congr rfl fun j _ => Finset.sum_congr rfl fun k _ => ?_
    rw [mul_sub q, Real.cos_sub]
    ring
  rw [hsplit, h1, Complex.sq_norm, Complex.normSq_apply, hre, him,
    Finset.sum_mul_sum, Finset.sum_mul_sum]

/-- The mean squared separation of two independently drawn positions is twice the variance. -/
theorem pair_sq_eq_two_variance (p x : ι → ℝ) (hp : ∑ j, p j = 1) :
    ∑ j, ∑ k, p j * p k * (x j - x k) ^ 2 = 2 * variance p x := by
  unfold variance
  generalize hm : ∑ k, p k * x k = m
  -- deviations from the mean average to zero
  have hy : ∑ j, p j * (x j - m) = 0 := by
    simp only [mul_sub, Finset.sum_sub_distrib, ← Finset.sum_mul, hp, hm]
    ring
  calc ∑ j, ∑ k, p j * p k * (x j - x k) ^ 2
      = (∑ j, p j * (x j - m) ^ 2) * (∑ k, p k) + (∑ j, p j) * (∑ k, p k * (x k - m) ^ 2)
        - 2 * ((∑ j, p j * (x j - m)) * (∑ k, p k * (x k - m))) := by
        rw [Finset.sum_mul_sum, Finset.sum_mul_sum, Finset.sum_mul_sum]
        simp only [Finset.mul_sum, ← Finset.sum_add_distrib, ← Finset.sum_sub_distrib]
        refine Finset.sum_congr rfl fun j _ => Finset.sum_congr rfl fun k _ => ?_
        ring
    _ = 2 * ∑ j, p j * (x j - m) ^ 2 := by
        rw [hp, hy]
        ring

/-- The overlap deficit is at most `q²` times the variance, and at least that minus `q⁴/24` times
the quartic pair moment. -/
theorem overlap_deficit_bounds (p x : ι → ℝ) (hp0 : ∀ j, 0 ≤ p j) (hp : ∑ j, p j = 1)
    (q : ℝ) :
    q ^ 2 * variance p x - q ^ 4 / 24 * pairQuartic p x ≤ 1 - ‖overlap p x q‖ ^ 2 ∧
      1 - ‖overlap p x q‖ ^ 2 ≤ q ^ 2 * variance p x := by
  have hV : q ^ 2 * variance p x =
      ∑ j, ∑ k, p j * p k * ((q * (x j - x k)) ^ 2 / 2) := by
    calc q ^ 2 * variance p x
        = q ^ 2 / 2 * ∑ j, ∑ k, p j * p k * (x j - x k) ^ 2 := by
          rw [pair_sq_eq_two_variance p x hp]
          ring
      _ = _ := by
          simp only [Finset.mul_sum]
          refine Finset.sum_congr rfl fun j _ => Finset.sum_congr rfl fun k _ => ?_
          ring
  have hM : q ^ 4 / 24 * pairQuartic p x =
      ∑ j, ∑ k, p j * p k * ((q * (x j - x k)) ^ 4 / 24) := by
    simp only [pairQuartic, Finset.mul_sum]
    refine Finset.sum_congr rfl fun j _ => Finset.sum_congr rfl fun k _ => ?_
    ring
  -- compare the sums pair by pair
  rw [deficit_eq_pair_sum p x hp q, hV, hM]
  constructor
  · simp only [← Finset.sum_sub_distrib]
    refine Finset.sum_le_sum fun j _ => Finset.sum_le_sum fun k _ => ?_
    rw [← mul_sub]
    exact mul_le_mul_of_nonneg_left (by linarith [cos_le_quartic (q * (x j - x k))])
      (mul_nonneg (hp0 j) (hp0 k))
  · refine Finset.sum_le_sum fun j _ => Finset.sum_le_sum fun k _ => ?_
    exact mul_le_mul_of_nonneg_left
      (by linarith [Real.one_sub_sq_div_two_le_cos (x := q * (x j - x k))])
      (mul_nonneg (hp0 j) (hp0 k))

/-- At nonzero `q` the Coulomb-weighted deficit differs from `4π` times the variance by at most
`(π/6) q²` times the quartic pair moment. -/
theorem coulombDeficit_error (p x : ι → ℝ) (hp0 : ∀ j, 0 ≤ p j) (hp : ∑ j, p j = 1)
    {q : ℝ} (hq : q ≠ 0) :
    |coulombDeficit p x q - 4 * Real.pi * variance p x| ≤
      Real.pi / 6 * q ^ 2 * pairQuartic p x := by
  obtain ⟨hl, hu⟩ := overlap_deficit_bounds p x hp0 hp q
  have hc : 4 * Real.pi / q ^ 2 * q ^ 2 = 4 * Real.pi :=
    div_mul_cancel₀ _ (pow_ne_zero 2 hq)
  have hc0 : 0 ≤ 4 * Real.pi / q ^ 2 := by positivity
  unfold coulombDeficit
  generalize 4 * Real.pi / q ^ 2 = c at hc hc0 ⊢
  have e : c * (1 - ‖overlap p x q‖ ^ 2) - 4 * Real.pi * variance p x =
      -(c * (q ^ 2 * variance p x - (1 - ‖overlap p x q‖ ^ 2))) := by
    linear_combination variance p x * hc
  rw [e, abs_neg, abs_of_nonneg (mul_nonneg hc0 (by linarith))]
  calc c * (q ^ 2 * variance p x - (1 - ‖overlap p x q‖ ^ 2))
      ≤ c * (q ^ 4 / 24 * pairQuartic p x) :=
        mul_le_mul_of_nonneg_left (by linarith) hc0
    _ = Real.pi / 6 * q ^ 2 * pairQuartic p x := by
        linear_combination (q ^ 2 / 24 * pairQuartic p x) * hc

/-- As `q` tends to zero through nonzero values, the Coulomb-weighted deficit tends to `4π` times
the variance. -/
theorem coulombDeficit_tendsto (p x : ι → ℝ) (hp0 : ∀ j, 0 ≤ p j) (hp : ∑ j, p j = 1) :
    Tendsto (coulombDeficit p x) (𝓝[≠] 0) (𝓝 (4 * Real.pi * variance p x)) := by
  have hlim : Tendsto (fun q : ℝ => Real.pi / 6 * q ^ 2 * pairQuartic p x)
      (𝓝[≠] 0) (𝓝 0) :=
    (Continuous.tendsto' (by fun_prop) 0 0 (by simp)).mono_left nhdsWithin_le_nhds
  refine tendsto_iff_norm_sub_tendsto_zero.2
    (squeeze_zero' (Eventually.of_forall fun _ => norm_nonneg _) ?_ hlim)
  filter_upwards [self_mem_nhdsWithin] with q hq
  rw [Real.norm_eq_abs]
  exact coulombDeficit_error p x hp0 hp hq

/-- In three dimensions the Coulomb-weighted deficit, averaged over wavevectors of length `|q|`
along the Cartesian axes, tends to `4π/3` times the total orbital spread as `q` tends to zero. -/
theorem axis_average_tendsto_spread (p : ι → ℝ) (r : ι → Fin 3 → ℝ)
    (hp0 : ∀ j, 0 ≤ p j) (hp : ∑ j, p j = 1) :
    Tendsto (fun q => 1 / 3 * ∑ a, coulombDeficit p (fun j => r j a) q)
      (𝓝[≠] 0) (𝓝 (4 * Real.pi / 3 * orbitalSpread p r)) := by
  -- the total spread is the sum of the variances along the axes
  have e : orbitalSpread p r = ∑ a, variance p (fun j => r j a) := by
    simp only [orbitalSpread, variance, Finset.mul_sum]
    exact Finset.sum_comm
  have h := (tendsto_finsetSum Finset.univ fun a _ =>
    coulombDeficit_tendsto p (fun j => r j a) hp0 hp).const_mul (1 / 3 : ℝ)
  have hlim : 4 * Real.pi / 3 * orbitalSpread p r =
      1 / 3 * ∑ a, 4 * Real.pi * variance p (fun j => r j a) := by
    rw [e, ← Finset.mul_sum]
    ring
  rw [hlim]
  exact h

end

end ExchangeCoulombSingularity
```

```lean
#print axioms ExchangeCoulombSingularity.coulombDeficit_tendsto
#print axioms ExchangeCoulombSingularity.axis_average_tendsto_spread
```

```
'ExchangeCoulombSingularity.coulombDeficit_tendsto' depends on axioms: [propext, Classical.choice, Quot.sound]
'ExchangeCoulombSingularity.axis_average_tendsto_spread' depends on axioms: [propext, Classical.choice, Quot.sound]
```

## Reading the formal statements

The finite type `ι` labels the positions, and `p` and `x` are real functions on it. The hypotheses `hp0` and `hp` say that the weights are nonnegative and sum to one. The definitions `overlap`, `variance`, `pairQuartic` and `coulombDeficit` are S, V, M and D; `orbitalSpread` is σ², with `r j a` the component of position j along axis a.

`overlap_deficit_bounds` holds at every real q, while `coulombDeficit_error` requires q ≠ 0. The filter `𝓝[≠] 0` in the two limit theorems means that q approaches zero without reaching it. This matters because Lean's division by zero makes `coulombDeficit` equal to 0 at q = 0, which differs from the limit 4πV whenever the variance is nonzero.

The theorems concern finite distributions, not continuous densities, and contain no Brillouin-zone sum, exchange energy or exchange between different orbitals. The three-dimensional average runs over the Cartesian axes only.

## How the proof follows the derivation

`nonneg_of_slope_nonneg` uses the mean value theorem: a negative value at t > 0 would require a negative slope somewhere in between. `cos_le_quartic` applies it to g and then to h, and treats negative t by evenness. The quadratic cosine bound comes from Mathlib.

`deficit_eq_pair_sum` computes the real and imaginary parts of S and combines them with `Real.cos_sub`. `pair_sq_eq_two_variance` names the mean `m`, shows that the deviations average to zero, and expands the square. `overlap_deficit_bounds` then writes q²V and (q⁴/24)M as pair sums and compares them term by term with `Finset.sum_le_sum`; this is where nonnegative weights are needed.

In `coulombDeficit_error` the factor 4π/q² is replaced by a letter `c`, of which only c q² = 4π and c ≥ 0 are kept. `coulombDeficit_tendsto` squeezes the error between zero and a multiple of q². Finally, `axis_average_tendsto_spread` exchanges the sums over positions and axes to identify σ² with the sum of the three variances, and adds the three one-dimensional limits.
